# Two equivalent fermions of half-integer j couple to each even J ≤ 2j exactly once

## Two electrons in one j-shell

Put two electrons into the same $p_{3/2}$ subshell. Adding two angular momenta $j=3/2$ gives $J=0,1,2,3$, but the Pauli principle removes some of these values. Which ones survive can be found by counting states, without constructing a single coupled wavefunction.

A shell with angular momentum $j$ has $d=2j+1$ levels. Number them $k=0,\dots,d-1$, so that level $k$ has magnetic quantum number $m_k=k-j$, or $2m_k=2k+1-d$. A Pauli-allowed pair state is a set of two different levels, and its total projection is $M=m_a+m_b$. Let $c_d(M)$ be the number of such pairs.

A rotation turns each pair state into a superposition of pair states, so the space they span splits into multiplets, whose states can be chosen with definite $M$. A multiplet of total angular momentum $J$ has one state for each $M=-J,\dots,J$. If $N(J)$ is the number of multiplets with a given $J$, then for every integer $M$

$$c_d(M)=\sum_{J=|M|}^{d-1}N(J),$$

where the sum is empty if $|M|\ge d$.

## The allowed J, and how Lean states them

The general result is that this condition holds exactly when, for $0\le J<d$, $N(J)=1$ if $J$ has the same parity as $d$ and $N(J)=0$ otherwise. For $j=n-1/2$ we have $d=2n$, and only even $J$ occur. For an integer angular momentum $l$ we have $d=2l+1$, and only odd $J$ occur. The integer case describes, for example, the orbital part of a spin triplet formed by two electrons in the same subshell, such as $2p^2$, where $J$ stands for the total orbital angular momentum $L$.

In the Lean file, `twiceM d k` is $2m_k$, which is an integer for half-integer $j$ as well as for integer $j$. `pairStates d M` is the set of two-element sets of levels with total projection `M`, an integer of either sign. Using sets builds in the Pauli principle: no level is taken twice, and exchanging the particles gives no new state.

`IsMultipletContent d N` is the displayed condition, with `M.natAbs` for $|M|$ and `Ico M.natAbs d` for the range $|M|\le J<d$. The decomposition into multiplets enters through this definition; it is not derived from angular momentum operators. Values of `N` at $J\ge d$ are left free, since they play no part in the condition.

The result supplies the list of $J$ values for two electrons in one subshell of fixed $j$, such as $p_{3/2}$, in $jj$ coupling, within a model that counts states of a single shell and contains neither energies nor mixing with other configurations.

## Counting pairs and peeling off multiplets

**The count.** Levels $a<b$ have total projection $M$ when $2a+2b+2-2d=2M$, that is, $a+b=d-1+M$. Write $M^+=\max(M,0)$ and $M^-=\max(-M,0)$, so that $M=M^+-M^-$ and $|M|=M^++M^-$. The outermost allowed pair is $\{M^+,\,d-1-M^-\}$, and moving both members inward by $i$ steps gives

$$a=i+M^+,\qquad b=d-1-M^--i .$$

The requirement $a<b$ becomes $2i+2\le d-|M|$. Hence $i$ runs over $0\le i<\lfloor(d-|M|)/2\rfloor$, and different $i$ give different pairs because their lower levels differ. For $|M|\le d$,

$$c_d(M)=\left\lfloor\frac{d-|M|}{2}\right\rfloor,$$

and there are no pairs for larger $|M|$.

**The drop between neighbours.** For $d=2n$ and $0\le M\le 2n-1$,

$$c_{2n}(M)-c_{2n}(M+1)=\left\lfloor\frac{2n-M}{2}\right\rfloor-\left\lfloor\frac{2n-M-1}{2}\right\rfloor .$$

This is 1 for even $M$ and 0 for odd $M$.

**Only one answer is possible.** For $0\le J<d$, the sum for $M=J$ contains one term more than the sum for $M=J+1$, namely $N(J)$. Therefore

$$N(J)=c_d(J)-c_d(J+1)=\begin{cases}1,& d-J\text{ even},\\0,& d-J\text{ odd}.\end{cases}$$

**This answer works for every M.** Let $S(m)$ be the number of $J$ with $m\le J<d$ and the same parity as $d$. Then $S(d)=0$. If $S(m+1)=\lfloor(d-m-1)/2\rfloor$, adding the term $J=m$ contributes 1 when $d-m$ is even and 0 when it is odd, so $S(m)=\lfloor(d-m)/2\rfloor$ in both cases. Setting $m=|M|$ recovers $c_d(M)$.

For $j=3/2$ the counts at $M=0,1,2,3$ are $2,1,1,0$. The differences leave $J=0$ and $J=2$, with $1+5=6$ states, as many as there are pairs of four levels.

## The complete Lean file

```lean
import Mathlib

open Finset

namespace EquivalentFermionPairs

/-- Twice the magnetic quantum number of level `k` in a shell of `d = 2j + 1` levels,
numbered `k = 0, ..., d - 1` from `m = -j` up to `m = j`. -/
def twiceM (d k : ℕ) : ℤ := 2 * k + 1 - d

/-- The states of two equivalent fermions in a shell of `d` levels with total magnetic
quantum number `M`: two-element sets of levels whose magnetic quantum numbers add up to `M`. -/
def pairStates (d : ℕ) (M : ℤ) : Finset (Finset ℕ) :=
  ((range d).powersetCard 2).filter (fun s => ∑ k ∈ s, twiceM d k = 2 * M)

/-- `N J` is the number of multiplets of total angular momentum `J`, for `0 ≤ J ≤ 2j = d - 1`:
the pair states at each `M` are as many as the multiplets with `J ≥ |M|`. -/
def IsMultipletContent (d : ℕ) (N : ℕ → ℕ) : Prop :=
  ∀ M : ℤ, (pairStates d M).card = ∑ J ∈ Ico M.natAbs d, N J

/-- Two equivalent fermions in a shell of `d` levels have `⌊(d - |M|) / 2⌋` states of total
magnetic quantum number `M`, and none if `|M|` exceeds `d`. -/
theorem card_pairStates (d : ℕ) (M : ℤ) :
    (pairStates d M).card = (d - M.natAbs) / 2 := by
  -- list the pairs by moving inward from the outermost allowed pair
  have key : pairStates d M = (range ((d - M.natAbs) / 2)).image
      (fun i => ({i + M.toNat, d - 1 - (-M).toNat - i} : Finset ℕ)) := by
    ext s
    simp only [pairStates, mem_filter, mem_powersetCard, mem_image, mem_range]
    constructor
    · rintro ⟨⟨hs, hc⟩, hM⟩
      obtain ⟨a, b, hab, rfl⟩ := Finset.card_eq_two.mp hc
      have ha : a < d := Finset.mem_range.mp (hs (by simp))
      have hb : b < d := Finset.mem_range.mp (hs (by simp))
      rw [Finset.sum_pair hab] at hM
      simp only [twiceM] at hM
      rcases lt_or_gt_of_ne hab with h | h
      · refine ⟨a - M.toNat, by omega, ?_⟩
        have h1 : a - M.toNat + M.toNat = a := by omega
        have h2 : d - 1 - (-M).toNat - (a - M.toNat) = b := by omega
        rw [h1, h2]
      · refine ⟨b - M.toNat, by omega, ?_⟩
        have h1 : b - M.toNat + M.toNat = b := by omega
        have h2 : d - 1 - (-M).toNat - (b - M.toNat) = a := by omega
        rw [h1, h2, Finset.pair_comm]
    · rintro ⟨i, hi, rfl⟩
      have hne : i + M.toNat ≠ d - 1 - (-M).toNat - i := by omega
      refine ⟨⟨?_, Finset.card_pair hne⟩, ?_⟩
      · intro x hx
        simp only [Finset.mem_insert, Finset.mem_singleton] at hx
        rw [Finset.mem_range]
        omega
      · rw [Finset.sum_pair hne]
        simp only [twiceM]
        omega
  rw [key, Finset.card_image_of_injOn, Finset.card_range]
  -- different steps inward give different pairs
  intro i hi j hj hij
  simp only [Finset.coe_range, Set.mem_Iio] at hi hj
  have hij' : ({i + M.toNat, d - 1 - (-M).toNat - i} : Finset ℕ)
      = {j + M.toNat, d - 1 - (-M).toNat - j} := hij
  have hmem : i + M.toNat ∈ ({j + M.toNat, d - 1 - (-M).toNat - j} : Finset ℕ) := by
    rw [← hij']
    simp
  simp only [Finset.mem_insert, Finset.mem_singleton] at hmem
  omega

/-- For `j = n - 1/2` and `0 ≤ M ≤ 2j`, the number of pair states drops by one from `M` to
`M + 1` if `M` is even, and stays the same if `M` is odd. -/
theorem card_sub_card_succ (n M : ℕ) (hM : M < 2 * n) :
    ((pairStates (2 * n) M).card : ℤ) - (pairStates (2 * n) (M + 1)).card
      = if Even M then 1 else 0 := by
  rw [card_pairStates, card_pairStates]
  split_ifs with h <;> rw [Nat.even_iff] at h <;> omega

/-- The number of `J` with `m ≤ J < d` and the same parity as `d` is `⌊(d - m) / 2⌋`,
and zero if `m` exceeds `d`. -/
theorem sum_alternate (d m : ℕ) :
    ∑ J ∈ Ico m d, (if Even (d + J) then 1 else 0) = (d - m) / 2 := by
  -- induction on the number of terms, removing the lowest one
  induction hk : d - m generalizing m with
  | zero =>
    rw [Finset.Ico_eq_empty_of_le (by omega), Finset.sum_empty]
    omega
  | succ k ih =>
    rw [Finset.sum_eq_sum_Ico_succ_bot (by omega), ih (m + 1) (by omega)]
    split_ifs with h <;> rw [Nat.even_iff] at h <;> omega

/-- The multiplets of two equivalent fermions in a shell of `d = 2j + 1` levels are uniquely
determined: each `J ≤ 2j` of the same parity as `d` occurs once, and no other `J ≤ 2j` occurs. -/
theorem isMultipletContent_iff (d : ℕ) (N : ℕ → ℕ) :
    IsMultipletContent d N ↔ ∀ J < d, N J = if Even (d + J) then 1 else 0 := by
  constructor
  · intro h J hJ
    -- compare the state counts at M = J and M = J + 1
    have h1 := h (J : ℤ)
    have h2 := h ((J + 1 : ℕ) : ℤ)
    rw [card_pairStates, Int.natAbs_natCast] at h1 h2
    rw [Finset.sum_eq_sum_Ico_succ_bot hJ] at h1
    split_ifs with hp <;> rw [Nat.even_iff] at hp <;> omega
  · intro h M
    rw [card_pairStates, ← sum_alternate]
    exact Finset.sum_congr rfl fun J hJ => (h J (Finset.mem_Ico.mp hJ).2).symm

/-- Two equivalent fermions with half-integer `j = n - 1/2` couple to each even `J ≤ 2j` exactly
once and to no odd `J ≤ 2j`. -/
theorem half_integer_shell (n : ℕ) (N : ℕ → ℕ) :
    IsMultipletContent (2 * n) N ↔ ∀ J < 2 * n, N J = if Even J then 1 else 0 := by
  rw [isMultipletContent_iff]
  refine forall₂_congr fun J _ => ?_
  have hp : Even (2 * n + J) ↔ Even J := by
    rw [Nat.even_iff, Nat.even_iff]
    omega
  rw [if_congr hp rfl rfl]

/-- Two fermions in an antisymmetric state of a shell with integer angular momentum `l` couple to
each odd `J ≤ 2l` exactly once and to no even `J ≤ 2l`. -/
theorem integer_shell (l : ℕ) (N : ℕ → ℕ) :
    IsMultipletContent (2 * l + 1) N ↔
      ∀ J < 2 * l + 1, N J = if Odd J then 1 else 0 := by
  rw [isMultipletContent_iff]
  refine forall₂_congr fun J _ => ?_
  have hp : Even (2 * l + 1 + J) ↔ Odd J := by
    rw [Nat.even_iff, Nat.odd_iff]
    omega
  rw [if_congr hp rfl rfl]

end EquivalentFermionPairs
```

```lean
#print axioms EquivalentFermionPairs.card_sub_card_succ
#print axioms EquivalentFermionPairs.half_integer_shell
#print axioms EquivalentFermionPairs.integer_shell
```

```
'EquivalentFermionPairs.card_sub_card_succ' depends on axioms: [propext, Classical.choice, Quot.sound]
'EquivalentFermionPairs.half_integer_shell' depends on axioms: [propext, Classical.choice, Quot.sound]
'EquivalentFermionPairs.integer_shell' depends on axioms: [propext, Classical.choice, Quot.sound]
```

## How the Lean proof follows the counting

`card_pairStates` proves the closed count. Its intermediate claim `key` says that the pair states are exactly the pairs listed by $i$, with `M.toNat` for $M^+$ and `(-M).toNat` for $M^-$. In one direction, a given pair is written as $\{a,b\}$; since a set has no order, the cases $a<b$ and $b<a$ are treated separately, and $i$ is the lower level minus $M^+$. In the other direction, each listed pair is checked to have two different levels inside the shell and the right projection. The last lines show that different $i$ give different pairs, so the size of the list is the number of values of $i$. The linear arithmetic, including the rounding down, is done by `omega`.

`card_sub_card_succ` inserts this count at $M$ and $M+1$ and splits on the parity of $M$. The difference is taken in the integers, where subtraction is not cut off at zero.

`sum_alternate` is the induction for $S(m)$. It runs on the number of terms $d-m$, and `Finset.sum_eq_sum_Ico_succ_bot` splits off the lowest one.

`isMultipletContent_iff` joins the two halves. From left to right, it uses the condition at $M=J$ and $M=J+1$, splits off $N(J)$ and compares the counts. From right to left, it replaces the count by the alternating sum and matches the terms one by one.

`half_integer_shell` and `integer_shell` then translate the parity condition: $2n+J$ is even exactly when $J$ is even, and $2l+1+J$ is even exactly when $J$ is odd.
